# The Hylleraas minimum as the second-order limit of a nondegenerate ground-state energy in finite dimension

## Second-order energies by minimisation

A second-order correlation energy can be computed by minimising a quadratic functional over trial first-order corrections, with no sum over excited states. Taking the minimum as the second-order energy presupposes that it is the $t^2$ term of the exact ground energy of $H+tV$. This is shown here for real symmetric $H$ and $V$ on a finite-dimensional space, when $H$ has a nondegenerate ground state.

In a finite real basis this covers second-order Møller–Plesset theory, provided that the reference determinant is the nondegenerate ground state of the zeroth-order Hamiltonian $H$. At $t=1$ the exact energy is then the full configuration interaction energy in that basis. The passage to a complete basis is left open, and a limit at $t\to0$ gives no error estimate at the physical value $t=1$.

## The limit and its hypotheses

Let $E_0$ be the lowest eigenvalue of $H$, $y_0$ its unit eigenvector, $E_1=\langle y_0,Vy_0\rangle$ and $E(t)$ the lowest eigenvalue of $H+tV$. For $x\perp y_0$ put
$$q(x)=\langle x,(H-E_0)x\rangle,\qquad J(x)=q(x)+2\langle x,Vy_0\rangle,$$
and let $E_2$ be the minimum of $J$. Then
$$\frac{E(t)-E_0-tE_1}{t^2}\to E_2\qquad(t\to0,\ t\ne0).$$

In Lean, `H` is the unperturbed operator, often written $H_0$. `groundEnergy` is the infimum of the eigenvalues, proved to be the least one; `excitation` is $q$ and `hylleraas` is $J$. Textbooks often write $V-E_1$ in the linear term, which changes nothing for $x\perp y_0$. `IsSimpleGroundState` says that $y_0$ is a unit eigenvector of $H$ at $E_0$ and that every solution of $Hx=E_0x$ is a multiple of it. The hypothesis `hE` says that `E₂` is an attained minimum. Such a minimum always exists here, because the gap shown below makes $q$ positive definite on the complement of $y_0$, but the code takes it as a hypothesis and does not prove it. `𝓝[≠] 0` expresses the approach through nonzero $t$.

## The energy of a split state

Write $v=ay_0+z$ with $z\perp y_0$, and let $w(z)=\langle z,(V-E_1)z\rangle$. Since $\langle y_0,Hz\rangle=E_0\langle y_0,z\rangle=0$, expansion gives $\|v\|^2=a^2+\|z\|^2$ and
$$\langle v,(H+tV)v\rangle=(E_0+tE_1)\|v\|^2+q(z)+2ta\langle z,Vy_0\rangle+t\,w(z).$$

**Upper bound.** Let $x$ minimise $J$. The variational principle with $a=1$, $z=tx$ gives
$$\frac{E(t)-E_0-tE_1}{t^2}\le\frac{E_2+t\,w(x)}{1+t^2\|x\|^2}.$$

**Gap.** $H$ maps the complement of $y_0$ into itself. If the complement is nonzero, the lowest eigenvalue of $H$ there exceeds $E_0$, since equality would give a second ground state orthogonal to $y_0$. So $q(z)\ge g\|z\|^2$ for some $g>0$; if the complement is zero, any $g$ serves.

**Lower bound.** Let $v$ be an eigenvector at $E(t)$. With $|w(z)|\le M\|z\|^2$ and $K=M/g$ we have $|w(z)|\le Kq(z)$. For $r=1-|t|K>0$ and $s=ta$,
$$(E(t)-E_0-tE_1)\|v\|^2\ge r\,q(z)+2s\langle z,Vy_0\rangle.$$
If $s\ne0$, multiplying $J(cz)\ge E_2$ with $c=r/s$ by $s^2/r$ shows that the right side is at least $s^2E_2/r$. If $s=0$, this holds because $q(z)\ge0$. Since $E_2\le J(0)=0$ and $a^2\le\|v\|^2$, it follows that
$$E(t)-E_0-tE_1\ge t^2E_2/r.$$
After division by $t^2$, both bounds tend to $E_2$.

## Two levels in numbers

Take $H=\mathrm{diag}(0,2)$ and let $V$ have zero diagonal and off-diagonal entries $1$. Then $E_0=E_1=0$. For $x=(0,\xi)$, $J=2\xi^2+2\xi$ has its minimum $E_2=-\tfrac12$ at $\xi=-\tfrac12$. The exact energy is $E(t)=1-\sqrt{1+t^2}$. Here $w$ vanishes on the complement, so $M=K=0$ may be taken in the lower bound. At $t=0.75$ the exact energy is $-0.25$, and the quotient is $-0.444$, between the bounds $-0.5$ and $-0.438$.

## The two bounds in Lean

```lean
import Mathlib

open Filter Topology
open scoped InnerProductSpace

namespace HylleraasLimit

noncomputable section

variable {E : Type*} [NormedAddCommGroup E] [InnerProductSpace ℝ E]
  {H V : E →ₗ[ℝ] E} {y₀ : E}

/-- The ground energy: the infimum of the eigenvalues of `H`. -/
def groundEnergy (H : E →ₗ[ℝ] E) : ℝ := sInf {μ : ℝ | Module.End.HasEigenvalue H μ}

/-- `y₀` is a unit eigenvector at the ground energy, and every solution of the eigenvalue
equation at that energy is a multiple of it. -/
structure IsSimpleGroundState (H : E →ₗ[ℝ] E) (y₀ : E) : Prop where
  unit : ‖y₀‖ = 1
  eigen : H y₀ = groundEnergy H • y₀
  simple : ∀ x, H x = groundEnergy H • x → ∃ c : ℝ, x = c • y₀

/-- The excitation form `⟨x, (H - E₀) x⟩`, with `E₀` the ground energy of `H`. -/
def excitation (H : E →ₗ[ℝ] E) (x : E) : ℝ := ⟪x, H x - groundEnergy H • x⟫_ℝ

/-- The Hylleraas functional `⟨x, (H - E₀) x⟩ + 2 ⟨x, V y₀⟩`. -/
def hylleraas (H V : E →ₗ[ℝ] E) (y₀ x : E) : ℝ := excitation H x + 2 * ⟪x, V y₀⟫_ℝ

/-- Squared norm and energy under `H + tV` of `a y₀ + z`, for symmetric `H`, `V`, a simple
ground state `y₀` of `H` and `z` orthogonal to `y₀`. -/
theorem energy_decomposition (hH : H.IsSymmetric) (hV : V.IsSymmetric)
    (h : IsSimpleGroundState H y₀) (t a : ℝ) {z : E} (hz : ⟪y₀, z⟫_ℝ = 0) :
    ‖a • y₀ + z‖ ^ 2 = a ^ 2 + ‖z‖ ^ 2 ∧
    ⟪a • y₀ + z, (H + t • V) (a • y₀ + z)⟫_ℝ =
      (groundEnergy H + t * ⟪y₀, V y₀⟫_ℝ) * (a ^ 2 + ‖z‖ ^ 2) + excitation H z
        + 2 * t * a * ⟪z, V y₀⟫_ℝ + t * ⟪z, V z - ⟪y₀, V y₀⟫_ℝ • z⟫_ℝ := by
  have hz' : ⟪z, y₀⟫_ℝ = 0 := by rw [real_inner_comm]; exact hz
  have hHz : ⟪y₀, H z⟫_ℝ = 0 := by
    rw [← hH y₀ z, h.eigen, real_inner_smul_left, hz, mul_zero]
  have hVz : ⟪y₀, V z⟫_ℝ = ⟪z, V y₀⟫_ℝ := by
    rw [← hV y₀ z]; exact real_inner_comm _ _
  constructor
  · rw [← real_inner_self_eq_norm_sq]
    simp only [inner_add_left, inner_add_right, real_inner_smul_left, real_inner_smul_right,
      real_inner_self_eq_norm_sq, norm_smul, mul_pow, Real.norm_eq_abs, sq_abs, h.unit, hz, hz']
    ring
  · simp only [excitation, LinearMap.add_apply, LinearMap.smul_apply, map_add, map_smul,
      h.eigen, smul_add, inner_add_left, inner_add_right, inner_sub_right, real_inner_smul_left,
      real_inner_smul_right, real_inner_self_eq_norm_sq, h.unit, hz', hHz, hVz]
    ring

variable [FiniteDimensional ℝ E]

/-- In finite dimension expectation values are bounded by a multiple of the squared norm. -/
theorem form_bound (A : E →ₗ[ℝ] E) :
    ∃ M : ℝ, 0 ≤ M ∧ ∀ x, |⟪x, A x⟫_ℝ| ≤ M * ‖x‖ ^ 2 := by
  refine ⟨‖LinearMap.toContinuousLinearMap A‖, norm_nonneg _, fun x => ?_⟩
  have h1 := abs_real_inner_le_norm x (A x)
  have h2 : ‖A x‖ ≤ ‖LinearMap.toContinuousLinearMap A‖ * ‖x‖ :=
    (LinearMap.toContinuousLinearMap A).le_opNorm x
  nlinarith [mul_le_mul_of_nonneg_left h2 (norm_nonneg x)]

variable [Nontrivial E]

/-- On a nonzero finite-dimensional space the ground energy of a symmetric `H` is its least
eigenvalue, and it bounds every energy expectation value from below. -/
theorem groundEnergy_isLeast (hH : H.IsSymmetric) :
    IsLeast {μ : ℝ | Module.End.HasEigenvalue H μ} (groundEnergy H) ∧
      ∀ x, groundEnergy H * ‖x‖ ^ 2 ≤ ⟪x, H x⟫_ℝ := by
  obtain ⟨M, -, hM⟩ := form_bound H
  have hbdd : BddBelow (Set.range fun x : {x : E // x ≠ 0} =>
      ⟪H x, (x : E)⟫_ℝ / ‖(x : E)‖ ^ 2) := by
    refine ⟨-M, ?_⟩
    rintro _ ⟨⟨z, hz⟩, rfl⟩
    show -M ≤ ⟪H z, z⟫_ℝ / ‖z‖ ^ 2
    rw [le_div_iff₀ (pow_pos (norm_pos_iff.mpr hz) 2), real_inner_comm]
    linarith [(abs_le.mp (hM z)).1]
  -- the infimum of the Rayleigh quotient is an eigenvalue
  obtain ⟨m, hev, hlow⟩ : ∃ m : ℝ, Module.End.HasEigenvalue H m ∧
      ∀ x, m * ‖x‖ ^ 2 ≤ ⟪x, H x⟫_ℝ := by
    refine ⟨⨅ x : {x : E // x ≠ 0}, ⟪H x, (x : E)⟫_ℝ / ‖(x : E)‖ ^ 2,
      hH.hasEigenvalue_iInf_of_finiteDimensional, fun x => ?_⟩
    by_cases hx : x = 0
    · simp [hx]
    rw [← le_div_iff₀ (pow_pos (norm_pos_iff.mpr hx) 2), ← real_inner_comm]
    exact ciInf_le hbdd ⟨x, hx⟩
  have hleast : IsLeast {μ : ℝ | Module.End.HasEigenvalue H μ} m := by
    refine ⟨hev, fun μ hμ => ?_⟩
    have hμ' : Module.End.HasEigenvalue H μ := hμ
    obtain ⟨v, hv⟩ := hμ'.exists_hasEigenvector
    have h1 := hlow v
    rw [hv.apply_eq_smul, real_inner_smul_right, real_inner_self_eq_norm_sq] at h1
    exact le_of_mul_le_mul_right h1 (pow_pos (norm_pos_iff.mpr hv.2) 2)
  rw [show groundEnergy H = m from hleast.csInf_eq]
  exact ⟨hleast, hlow⟩

/-- A simple ground state of a symmetric `H` in finite dimension is separated by a positive gap
from all states orthogonal to it. -/
theorem spectral_gap (hH : H.IsSymmetric) (h : IsSimpleGroundState H y₀) :
    ∃ g : ℝ, 0 < g ∧ ∀ z, ⟪y₀, z⟫_ℝ = 0 → g * ‖z‖ ^ 2 ≤ excitation H z := by
  have hm : ∀ z, z ∈ (ℝ ∙ y₀)ᗮ ↔ ⟪y₀, z⟫_ℝ = 0 := fun _ =>
    Submodule.mem_orthogonal_singleton_iff_inner_right
  have hK : ∀ z ∈ (ℝ ∙ y₀)ᗮ, H z ∈ (ℝ ∙ y₀)ᗮ := fun z hz => by
    rw [hm] at hz ⊢
    rw [← hH y₀ z, h.eigen, real_inner_smul_left, hz, mul_zero]
  rcases subsingleton_or_nontrivial (ℝ ∙ y₀)ᗮ with hs | hs
  · refine ⟨1, one_pos, fun z hz => ?_⟩
    have h0 : z = 0 :=
      congrArg Subtype.val (Subsingleton.elim (⟨z, (hm z).mpr hz⟩ : (ℝ ∙ y₀)ᗮ) 0)
    simp [h0, excitation]
  -- the gap is the lowest energy on the complement, less the ground energy
  have hR : (H.restrict hK).IsSymmetric := fun x y => hH x y
  have hev : Module.End.HasEigenvalue (H.restrict hK) (groundEnergy (H.restrict hK)) :=
    (groundEnergy_isLeast hR).1.1
  obtain ⟨v, hv⟩ := hev.exists_hasEigenvector
  have hv' : H v = groundEnergy (H.restrict hK) • (v : E) :=
    congrArg Subtype.val hv.apply_eq_smul
  have hv0 : (v : E) ≠ 0 := fun h0 => hv.2 (Subtype.ext h0)
  refine ⟨groundEnergy (H.restrict hK) - groundEnergy H,
    sub_pos.mpr (lt_of_le_of_ne ?_ fun he => ?_), fun z hz => ?_⟩
  · have h1 := (groundEnergy_isLeast hH).2 v
    rw [hv', real_inner_smul_right, real_inner_self_eq_norm_sq] at h1
    exact le_of_mul_le_mul_right h1 (pow_pos (norm_pos_iff.mpr hv0) 2)
  · obtain ⟨c, hc⟩ := h.simple v (by rw [he]; exact hv')
    have h1 := (hm v).mp v.2
    rw [hc, real_inner_smul_right, real_inner_self_eq_norm_sq, h.unit] at h1
    exact hv0 (by rw [hc, show c = 0 by linarith, zero_smul])
  · have h1 : groundEnergy (H.restrict hK) * ‖z‖ ^ 2 ≤ ⟪z, H z⟫_ℝ :=
      (groundEnergy_isLeast hR).2 ⟨z, (hm z).mpr hz⟩
    rw [excitation, inner_sub_right, real_inner_smul_right, real_inner_self_eq_norm_sq]
    linarith

/-- For symmetric `H`, `V` in finite dimension, a simple ground state `y₀` of `H` and `E₂` the
minimum of the Hylleraas functional over the complement of `y₀`, there is a `K` such that, for every
`t` with `|t| K < 1`, the ground energy of `H + tV` is at least
`E₀ + t ⟨y₀, V y₀⟩ + t² E₂ / (1 - |t| K)`, with `E₀` the ground energy of `H`. -/
theorem energy_lower_bound (hH : H.IsSymmetric) (hV : V.IsSymmetric)
    (h : IsSimpleGroundState H y₀) {E₂ : ℝ}
    (hE : IsLeast (hylleraas H V y₀ '' {x | ⟪y₀, x⟫_ℝ = 0}) E₂) :
    ∃ K : ℝ, ∀ t : ℝ, |t| * K < 1 →
      groundEnergy H + t * ⟪y₀, V y₀⟫_ℝ + t ^ 2 * (E₂ / (1 - |t| * K))
        ≤ groundEnergy (H + t • V) := by
  obtain ⟨g, hg, hgap⟩ := spectral_gap hH h
  obtain ⟨M, hM0, hM⟩ := form_bound (V - ⟪y₀, V y₀⟫_ℝ • LinearMap.id)
  refine ⟨M / g, fun t ht => ?_⟩
  have hsym : (H + t • V).IsSymmetric := fun x y => by
    simp only [LinearMap.add_apply, LinearMap.smul_apply, inner_add_left, inner_add_right,
      real_inner_smul_left, real_inner_smul_right, hH x y, hV x y]
  have hev : Module.End.HasEigenvalue (H + t • V) (groundEnergy (H + t • V)) :=
    (groundEnergy_isLeast hsym).1.1
  obtain ⟨v, hv⟩ := hev.exists_hasEigenvector
  -- split the exact ground state along `y₀`
  obtain ⟨a, z, hz, hvz⟩ : ∃ (a : ℝ) (z : E), ⟪y₀, z⟫_ℝ = 0 ∧ a • y₀ + z = v :=
    ⟨⟪y₀, v⟫_ℝ, v - ⟪y₀, v⟫_ℝ • y₀, by
      rw [inner_sub_right, real_inner_smul_right, real_inner_self_eq_norm_sq, h.unit]
      ring, by abel⟩
  obtain ⟨hn, he⟩ := energy_decomposition hH hV h t a hz
  rw [hvz] at hn he
  rw [hv.apply_eq_smul, real_inner_smul_right, real_inner_self_eq_norm_sq, hn] at he
  have hq := hgap z hz
  have hm : |⟪z, V z - ⟪y₀, V y₀⟫_ℝ • z⟫_ℝ| ≤ M * ‖z‖ ^ 2 := hM z
  have hc : ∀ c : ℝ, E₂ ≤ c ^ 2 * excitation H z + 2 * c * ⟪z, V y₀⟫_ℝ := by
    intro c
    have h1 := hE.2 (Set.mem_image_of_mem (hylleraas H V y₀)
      (show c • z ∈ {x | ⟪y₀, x⟫_ℝ = 0} by simp [real_inner_smul_right, hz]))
    simp only [hylleraas, excitation, map_smul, inner_sub_right, real_inner_smul_left,
      real_inner_smul_right] at h1 ⊢
    linarith
  generalize excitation H z = q at he hq hc
  generalize ⟪z, V y₀⟫_ℝ = b at he hc
  generalize ⟪z, V z - ⟪y₀, V y₀⟫_ℝ • z⟫_ℝ = w at he hm
  have hE0 : E₂ ≤ 0 := by simpa using hc 0
  obtain ⟨r, hr⟩ : ∃ r, r = 1 - |t| * (M / g) := ⟨_, rfl⟩
  have hr0 : 0 < r := by linarith
  rw [← hr]
  -- the rescaled Hylleraas bound
  have hs : ∀ s : ℝ, s ^ 2 * (E₂ / r) ≤ r * q + 2 * s * b := by
    intro s
    rw [← mul_div_assoc, div_le_iff₀ hr0]
    by_cases h0 : s = 0
    · have hp : 0 ≤ q := le_trans (by positivity) hq
      rw [h0]
      nlinarith [mul_nonneg (mul_nonneg hr0.le hr0.le) hp]
    · obtain ⟨c, hcr⟩ : ∃ c, s * c = r := ⟨r / s, mul_div_cancel₀ r h0⟩
      have h1 := mul_le_mul_of_nonneg_left (hc c) (sq_nonneg s)
      linear_combination h1 + ((s * c + r) * q + 2 * s * b) * hcr
  -- the gap absorbs the remainder
  have hw : |w| ≤ M / g * q := hm.trans (by
    rw [div_mul_eq_mul_div, le_div_iff₀ hg]
    linarith [mul_le_mul_of_nonneg_left hq hM0])
  have hrem := neg_abs_le (t * w)
  rw [abs_mul] at hrem
  have hrq : r * q = q - |t| * (M / g * q) := by rw [hr]; ring
  have hf : E₂ / r ≤ 0 := div_nonpos_of_nonpos_of_nonneg hE0 hr0.le
  have hpos : 0 < a ^ 2 + ‖z‖ ^ 2 := hn ▸ pow_pos (norm_pos_iff.mpr hv.2) 2
  refine le_of_mul_le_mul_right ?_ hpos
  rw [he]
  linarith [hs (t * a), mul_le_mul_of_nonneg_left hw (abs_nonneg t),
    mul_nonneg (mul_nonneg (sq_nonneg t) (neg_nonneg.mpr hf)) (sq_nonneg ‖z‖)]

/-- For symmetric `H`, `V` in finite dimension and a simple ground state `y₀` of `H`, the trial
state `y₀ + t x` with `x` orthogonal to `y₀` bounds the exact energy from above. -/
theorem energy_upper_bound (hH : H.IsSymmetric) (hV : V.IsSymmetric)
    (h : IsSimpleGroundState H y₀) {x : E} (hx : ⟪y₀, x⟫_ℝ = 0) (t : ℝ) :
    (groundEnergy (H + t • V) - groundEnergy H - t * ⟪y₀, V y₀⟫_ℝ) * (1 + t ^ 2 * ‖x‖ ^ 2)
      ≤ t ^ 2 * hylleraas H V y₀ x + t ^ 3 * ⟪x, V x - ⟪y₀, V y₀⟫_ℝ • x⟫_ℝ := by
  have hsym : (H + t • V).IsSymmetric := fun x y => by
    simp only [LinearMap.add_apply, LinearMap.smul_apply, inner_add_left, inner_add_right,
      real_inner_smul_left, real_inner_smul_right, hH x y, hV x y]
  obtain ⟨hn, he⟩ := energy_decomposition hH hV h t 1 (z := t • x)
    (by rw [real_inner_smul_right, hx, mul_zero])
  have hv := (groundEnergy_isLeast hsym).2 ((1 : ℝ) • y₀ + t • x)
  rw [hn, he] at hv
  simp only [excitation, map_smul, inner_sub_right, real_inner_smul_left, real_inner_smul_right,
    norm_smul, Real.norm_eq_abs, mul_pow, sq_abs] at hv
  simp only [hylleraas, excitation, inner_sub_right, real_inner_smul_right]
  linarith

/-- Hylleraas limit: for symmetric `H`, `V` in finite dimension and a simple ground state `y₀` of
`H`, the exact energy of `H + tV` less its zeroth- and first-order parts, divided by `t²`, tends
to the minimum `E₂` of the Hylleraas functional over the complement of `y₀` as nonzero `t → 0`. -/
theorem hylleraas_limit (hH : H.IsSymmetric) (hV : V.IsSymmetric)
    (h : IsSimpleGroundState H y₀) {E₂ : ℝ}
    (hE : IsLeast (hylleraas H V y₀ '' {x | ⟪y₀, x⟫_ℝ = 0}) E₂) :
    Tendsto (fun t : ℝ =>
      (groundEnergy (H + t • V) - groundEnergy H - t * ⟪y₀, V y₀⟫_ℝ) / t ^ 2)
      (𝓝[≠] 0) (𝓝 E₂) := by
  obtain ⟨K, hlow⟩ := energy_lower_bound hH hV h hE
  obtain ⟨x, hx, hxE⟩ := hE.1
  obtain ⟨c, hc⟩ : ∃ c, c = ⟪x, V x - ⟪y₀, V y₀⟫_ℝ • x⟫_ℝ := ⟨_, rfl⟩
  have hl : Tendsto (fun t : ℝ => E₂ / (1 - |t| * K)) (𝓝 0) (𝓝 E₂) := by
    have h1 : ContinuousAt (fun t : ℝ => E₂ / (1 - |t| * K)) 0 :=
      ContinuousAt.div (by fun_prop) (by fun_prop) (by simp)
    convert h1.tendsto using 2
    simp
  have hu : Tendsto (fun t : ℝ => (E₂ + t * c) / (1 + t ^ 2 * ‖x‖ ^ 2)) (𝓝 0) (𝓝 E₂) := by
    have h1 : ContinuousAt (fun t : ℝ => (E₂ + t * c) / (1 + t ^ 2 * ‖x‖ ^ 2)) 0 :=
      ContinuousAt.div (by fun_prop) (by fun_prop) (by simp)
    convert h1.tendsto using 2
    simp
  have hsmall : {t : ℝ | |t| * K < 1} ∈ 𝓝 (0 : ℝ) :=
    (isOpen_lt (by fun_prop) continuous_const).mem_nhds (by simp)
  -- squeeze between the two energy bounds
  refine tendsto_of_tendsto_of_tendsto_of_le_of_le' (hl.mono_left nhdsWithin_le_nhds)
    (hu.mono_left nhdsWithin_le_nhds) ?_ ?_
  · filter_upwards [nhdsWithin_le_nhds hsmall, self_mem_nhdsWithin] with t ht h0
    rw [le_div_iff₀ (lt_of_le_of_ne (sq_nonneg t) (pow_ne_zero 2 h0).symm)]
    linarith [hlow t ht]
  · filter_upwards [self_mem_nhdsWithin] with t h0
    have hb := energy_upper_bound hH hV h hx t
    rw [hxE, ← hc] at hb
    rw [div_le_div_iff₀ (lt_of_le_of_ne (sq_nonneg t) (pow_ne_zero 2 h0).symm) (by positivity)]
    linarith

end

end HylleraasLimit
```

```lean
#print axioms HylleraasLimit.hylleraas_limit
```

```
'HylleraasLimit.hylleraas_limit' depends on axioms: [propext, Classical.choice, Quot.sound]
```

`energy_decomposition` is the expansion of the split state. `form_bound` supplies $M$ from the operator norm. `groundEnergy_isLeast` gets the lowest eigenvalue and the variational principle from Mathlib's theorem on the infimum of the Rayleigh quotient. `spectral_gap` applies it to `H.restrict hK`, the restriction of $H$ to the complement.

In `energy_lower_bound`, `hc` is the inequality $J(cz)\ge E_2$, `hs` its rescaled form and `hw` the absorption of the remainder by the gap. The `generalize` steps replace the inner products by real numbers `q`, `b` and `w`, so that only scalar algebra is left. `energy_upper_bound` inserts the trial state for any $x\perp y_0$. Finally, `hylleraas_limit` picks the minimiser from `hE`, proves the limits of the two bounds by continuity at $t=0$, and squeezes; the condition $|t|K<1$ holds near zero by `hsmall`.
